# The commutator $F=sX-Xs$ intertwines neighbouring Jucys–Murphy elements, and $F^2=1-(X-Y)^2$

Let $s$, $X$ and $Y$ be elements of any ring with

$$s^2=1,\qquad Y=sXs+s,\qquad XY=YX .$$

Then $F=sX-Xs$ satisfies

$$FX=YF,\qquad FY=XF,\qquad F^2=1-(X-Y)^2 .$$

Neighbouring Jucys–Murphy elements obey these relations. Take a finite set $S$ of particle labels and two further labels $p\neq q$ outside it. Let $\rho$ represent permutations by ring elements, for example by operators on spin functions, and write $(i\,p)$ for the exchange of particles $i$ and $p$. Then

$$X=\sum_{i\in S}\rho(i\,p),\qquad Y=\sum_{i\in S\cup\{p\}}\rho(i\,q),\qquad s=\rho(p\,q).$$

The usual numbering has $S=\{1,\dots,k-1\}$, $p=k$ and $q=k+1$.

## Matrix elements of a neighbouring exchange

A spin-adapted configuration interaction code based on the symmetric group can use the matrices of exchanges between spin eigenfunctions. If the basis functions are normalised, have fixed total spin and spin projection, and are joint eigenvectors of all the Jucys–Murphy elements with known eigenvalues, the identities give the blocks for neighbouring exchanges, up to the phases chosen for the basis functions. No Hamiltonian is involved.

Let $Xv=av$, $Yv=bv$ and $d=a-b$. The derivation below gives $Fv=d\,sv+v$, so for $d\neq0$

$$sv=-\frac1d\,v+\frac1d\,Fv .$$

Up to the scaling of the partner vector, this is the action of $s$ in Young's seminormal form. The vector $Fv$ is not normalised. In an orthogonal or unitary representation with $|d|>1$ and $v$ of unit length, let $u$ be the unit vector along $Fv$, multiplied by the sign of $d$. In the basis $(v,u)$ the exchange is

$$\begin{pmatrix}-1/d & \sqrt{1-1/d^2}\\ \sqrt{1-1/d^2} & 1/d\end{pmatrix}.$$

The operator identities also serve as a check on stored representation matrices: form $F$ from $s$ and $X$, and compare $F^2$ with $1-(X-Y)^2$. In the $2\times2$ example below, reversing the sign of one off-diagonal entry of $s$ gives a residual. Reversing the signs of both diagonal entries does not, because the diagonal entries of $s$ drop out of $F$ when $X$ is diagonal; comparing $Y$ with $sXs+s$ does reveal that error.

## From the recursion to the square

Multiply $Y=sXs+s$ by $s$ from the left and from the right, and use $s^2=1$:

$$sY=Xs+1,\qquad Ys=sX+1 .$$

Replacing $Xs$ by $sY-1$, or $sX$ by $Ys-1$, in the definition of $F$ gives two forms:

$$F=s(X-Y)+1=(Y-X)s-1 .$$

For the first exchange identity, use $YX=XY$ and then $Ys=sX+1$:

$$YF=YsX-XYs=(sX+1)X-X(sX+1)=sX^2-XsX=FX .$$

The second follows in the same way from $sY=Xs+1$:

$$FY=sYX-XsY=(Xs+1)X-X(Xs+1)=XsX-X^2s=XF .$$

For the square, the right-hand form of $F$ gives $Fs=Y-X-s$. Now insert the left-hand form into the second factor of $F^2$:

$$\begin{aligned}
F^2&=Fs(X-Y)+F\\
&=(Y-X-s)(X-Y)+s(X-Y)+1\\
&=1-(X-Y)^2 .
\end{aligned}$$

## Relabelling particles gives the three relations

For any permutation $f$, $f\,(x\,y)=(f(x)\,f(y))\,f$. With $f=(p\,q)$ and $i\in S$ this gives $(p\,q)(i\,p)(p\,q)=(i\,q)$. Hence $sXs=\sum_{i\in S}\rho(i\,q)$, and adding $s=\rho(p\,q)$ completes the sum $Y$. The relation $s^2=1$ holds because an exchange done twice is the identity.

For $XY=YX$, take one term $\tau=(i\,p)$ of $X$. It fixes $q$ and maps $S\cup\{p\}$ to itself. Moving $\tau$ past the terms $(j\,q)$ of $Y$ therefore only reorders them, so $\rho(\tau)$ commutes with $Y$. Summing over $i$ gives the claim. If $S$ is empty, then $X=0$, $Y=s$ and $F=0$, in agreement with $F^2=1-s^2=0$.

## Exchanged eigenvalues, and when the partner vanishes

Apply the identities to a joint eigenvector $v$:

$$X(Fv)=FYv=b\,Fv,\qquad Y(Fv)=FXv=a\,Fv,\qquad F^2v=(1-d^2)v .$$

The left-hand form of $F$ gives $Fv=s(X-Y)v+v=d\,sv+v$. If $v\neq0$ and $d^2\neq1$, then $F^2v\neq0$, so $Fv\neq0$ and it is a genuine eigenvector with the two eigenvalues exchanged.

Applying $s$ to $Fv$ gives $sFv=d\,v+sv$. Since $s$ is invertible, $Fv=0$ exactly when $sv=-d\,v=(b-a)v$. For non-zero $v$ this forces $b-a=\pm1$: the vector is symmetric or antisymmetric under the exchange.

The normalisation comes from an inner product for which $s$ and $X$ are self-adjoint. Then $F^\dagger=-F$, and

$$\lVert Fv\rVert^2=-\langle v,F^2v\rangle=(d^2-1)\lVert v\rVert^2 .$$

In that setting $|d|\ge1$ for every non-zero $v$, so the division by $d$ is safe, and $Fv=0$ when $|d|=1$.

## Three particles in a two-dimensional representation

Take

$$s=\begin{pmatrix}-\tfrac12&\tfrac34\\1&\tfrac12\end{pmatrix},\qquad X=\begin{pmatrix}1&0\\0&-1\end{pmatrix},\qquad Y=\begin{pmatrix}-1&0\\0&1\end{pmatrix}.$$

These represent $(2\,3)$, $(1\,2)$ and $(1\,3)+(2\,3)$. Direct multiplication gives

$$F=sX-Xs=\begin{pmatrix}0&-\tfrac32\\2&0\end{pmatrix},\qquad F^2=-3\cdot 1 .$$

Since $X-Y=\operatorname{diag}(2,-2)$, the right-hand side is $1-4=-3$ as well. The first basis vector $e_1$ has $(a,b)=(1,-1)$ and $d=2$. Its image $Fe_1=2e_2$ has eigenvalues $(-1,1)$. The matrix $s$ is not symmetric in this basis. Replacing $e_2$ by $\tfrac{2}{\sqrt3}e_2$ makes it symmetric, with diagonal entries $-\tfrac12$ and $\tfrac12$ and off-diagonal entries $\tfrac{\sqrt3}{2}$, as in the normalised block above.

## A coefficient in the recursion

Suppose that $Y=sXs+cs$, where $c$ commutes with $s$, $X$ and $Y$, and keep the other two relations. Then $sY=Xs+c$ and $Ys=sX+c$, and the same steps give

$$FX=YF,\qquad FY=XF,\qquad F^2=c^2-(X-Y)^2 .$$

## The Lean file

```lean
import Mathlib

open Equiv

namespace JucysMurphyIntertwiner

/-- Three relations between elements `s`, `X`, `Y` of a ring: `s² = 1`, `Y = s X s + s` and `X Y = Y
X`. -/
structure ExchangeRelations {A : Type*} [Ring A] (s X Y : A) : Prop where
  involution : s * s = 1
  recursion : Y = s * X * s + s
  commute : X * Y = Y * X

/-- The intertwining operator `F = s X - X s`. -/
def intertwiner {A : Type*} [Ring A] (s X : A) : A := s * X - X * s

/-- The Jucys-Murphy element of particle `p` over the set `S`: the sum of the
exchanges of `p` with all particles of `S`, represented by `ρ`. -/
def jucysMurphy {α A : Type*} [DecidableEq α] [Ring A]
    (ρ : Perm α →* A) (S : Finset α) (p : α) : A :=
  ∑ i ∈ S, ρ (swap i p)

section Algebra

variable {A : Type*} [Ring A] {s X Y : A}

/-- The intertwiner equals `s (X - Y) + 1` and also `(Y - X) s - 1`. -/
theorem intertwiner_forms (h : ExchangeRelations s X Y) :
    intertwiner s X = s * (X - Y) + 1 ∧ intertwiner s X = (Y - X) * s - 1 := by
  have hs := h.involution
  have h1 : s * Y = X * s + 1 := by
    rw [h.recursion, mul_add, hs, ← mul_assoc, ← mul_assoc, hs, one_mul]
  have h2 : Y * s = s * X + 1 := by
    rw [h.recursion, add_mul, hs, mul_assoc (s * X), hs, mul_one]
  unfold intertwiner
  constructor
  · rw [mul_sub, h1]
    abel
  · rw [sub_mul, h2]
    abel

/-- The intertwiner exchanges `X` and `Y`, and its square is `1 - (X - Y)²`. -/
theorem intertwiner_exchange (h : ExchangeRelations s X Y) :
    intertwiner s X * X = Y * intertwiner s X ∧
    intertwiner s X * Y = X * intertwiner s X ∧
    intertwiner s X ^ 2 = 1 - (X - Y) ^ 2 := by
  have hs := h.involution
  have hc := h.commute
  obtain ⟨hL, hR⟩ := intertwiner_forms h
  have h1 : s * Y = X * s + 1 := by
    rw [h.recursion, mul_add, hs, ← mul_assoc, ← mul_assoc, hs, one_mul]
  have h2 : Y * s = s * X + 1 := by
    rw [h.recursion, add_mul, hs, mul_assoc (s * X), hs, mul_one]
  refine ⟨?_, ?_, ?_⟩
  · unfold intertwiner
    linear_combination (norm := noncomm_ring) X * h2 - h2 * X - hc * s
  · unfold intertwiner
    linear_combination (norm := noncomm_ring) s * hc + h1 * X - X * h1
  · -- multiply the right-hand form by `s`, then insert the left-hand form
    have hFs : intertwiner s X * s = Y - X - s := by
      rw [hR, sub_mul, mul_assoc, hs, mul_one, one_mul]
    linear_combination (norm := noncomm_ring)
      intertwiner s X * hL + hFs * (X - Y) + hL

end Algebra

section SymmetricGroup

variable {α A : Type*} [DecidableEq α] [Ring A]

/-- Moving a permutation past a transposition relabels the two exchanged particles. -/
theorem perm_mul_swap (f : Perm α) (x y : α) :
    f * swap x y = swap (f x) (f y) * f := by
  ext z
  simp only [Perm.mul_apply, swap_apply_def, f.injective.eq_iff]
  split_ifs <;> rfl

/-- A permutation that fixes `q` and maps the set `T` to itself commutes with the
Jucys-Murphy element of `q` over `T`. -/
theorem perm_commutes_jucysMurphy (ρ : Perm α →* A) (T : Finset α) (q : α)
    (τ : Perm α) (hq : τ q = q) (hT : ∀ j, j ∈ T ↔ τ j ∈ T) :
    ρ τ * jucysMurphy ρ T q = jucysMurphy ρ T q * ρ τ := by
  unfold jucysMurphy
  rw [Finset.mul_sum, Finset.sum_mul]
  refine Finset.sum_equiv τ hT ?_
  intro j _
  rw [← map_mul ρ, ← map_mul ρ, perm_mul_swap τ j q, hq]

/-- Neighbouring Jucys-Murphy elements, together with the exchange of their two
particles, satisfy the exchange relations. -/
theorem jucysMurphy_relations (ρ : Perm α →* A) (S : Finset α) (p q : α)
    (hp : p ∉ S) (hq : q ∉ insert p S) :
    ExchangeRelations (ρ (swap p q)) (jucysMurphy ρ S p)
      (jucysMurphy ρ (insert p S) q) := by
  have hqp : q ≠ p := fun h => hq (by rw [h]; exact Finset.mem_insert_self _ _)
  have hqS : ∀ i ∈ S, q ≠ i := fun i hi h =>
    hq (by rw [h]; exact Finset.mem_insert_of_mem hi)
  refine ⟨?_, ?_, ?_⟩
  · rw [← map_mul ρ, swap_mul_self, map_one]
  · -- conjugation by `(p q)` turns `(i p)` into `(i q)`
    unfold jucysMurphy
    rw [Finset.sum_insert hp, Finset.mul_sum, Finset.sum_mul, add_comm]
    congr 1
    refine Finset.sum_congr rfl ?_
    intro i hi
    have hip : i ≠ p := fun h => hp (h ▸ hi)
    rw [← map_mul ρ, ← map_mul ρ, perm_mul_swap (swap p q) i p, mul_assoc,
      swap_mul_self, mul_one, swap_apply_left,
      swap_apply_of_ne_of_ne hip (hqS i hi).symm]
  · -- each `(i p)` only permutes the terms of the second element
    rw [show jucysMurphy ρ S p = ∑ i ∈ S, ρ (swap i p) from rfl,
      Finset.sum_mul, Finset.mul_sum]
    refine Finset.sum_congr rfl ?_
    intro i hi
    refine perm_commutes_jucysMurphy ρ _ q _
      (swap_apply_of_ne_of_ne (hqS i hi) hqp) ?_
    intro j
    by_cases h1 : j = i
    · rw [h1, swap_apply_left]
      simp [hi]
    · by_cases h2 : j = p
      · rw [h2, swap_apply_right]
        simp [hi]
      · rw [swap_apply_of_ne_of_ne h1 h2]

end SymmetricGroup

section Eigenvectors

variable {K V : Type*} [Field K] [AddCommGroup V] [Module K V]
  {s X Y : Module.End K V} {a b : K} {v : V}

/-- On a joint eigenvector `v` of `X` and `Y` with eigenvalues `a` and `b`, the
intertwiner exchanges the eigenvalues, its square is the number `1 - (a - b)²`, and
`F v = (a - b) s v + v`. -/
theorem intertwiner_eigenvector (h : ExchangeRelations s X Y)
    (ha : X v = a • v) (hb : Y v = b • v) :
    X (intertwiner s X v) = b • intertwiner s X v ∧
    Y (intertwiner s X v) = a • intertwiner s X v ∧
    intertwiner s X (intertwiner s X v) = (1 - (a - b) ^ 2) • v ∧
    intertwiner s X v = (a - b) • s v + v := by
  obtain ⟨hX, hY, hF⟩ := intertwiner_exchange h
  have hd : (X - Y) v = (a - b) • v := by
    rw [LinearMap.sub_apply, ha, hb, sub_smul]
  refine ⟨?_, ?_, ?_, ?_⟩
  · calc X (intertwiner s X v) = (X * intertwiner s X) v := rfl
      _ = (intertwiner s X * Y) v := by rw [hY]
      _ = intertwiner s X (Y v) := rfl
      _ = b • intertwiner s X v := by rw [hb, map_smul]
  · calc Y (intertwiner s X v) = (Y * intertwiner s X) v := rfl
      _ = (intertwiner s X * X) v := by rw [hX]
      _ = intertwiner s X (X v) := rfl
      _ = a • intertwiner s X v := by rw [ha, map_smul]
  · calc intertwiner s X (intertwiner s X v)
        = (intertwiner s X ^ 2) v := by rw [pow_two]; rfl
      _ = v - (X - Y) ((X - Y) v) := by rw [hF, pow_two]; rfl
      _ = (1 - (a - b) ^ 2) • v := by
        rw [hd, map_smul, hd]
        module
  · calc intertwiner s X v = (s * (X - Y) + 1) v := by rw [(intertwiner_forms h).1]
      _ = s ((X - Y) v) + v := rfl
      _ = (a - b) • s v + v := by rw [hd, map_smul]

/-- If the eigenvalues of a non-zero joint eigenvector do not differ by `±1`, the
intertwiner maps it to a non-zero vector. -/
theorem intertwiner_ne_zero (h : ExchangeRelations s X Y)
    (ha : X v = a • v) (hb : Y v = b • v) (hv : v ≠ 0) (hab : (a - b) ^ 2 ≠ 1) :
    intertwiner s X v ≠ 0 := by
  intro h0
  have e := (intertwiner_eigenvector h ha hb).2.2.1
  rw [h0, map_zero] at e
  rcases smul_eq_zero.mp e.symm with h1 | h1
  · exact hab (by linear_combination -h1)
  · exact hv h1

/-- The intertwiner annihilates a joint eigenvector exactly when the exchange `s`
multiplies that vector by `b - a`. -/
theorem intertwiner_eq_zero_iff (h : ExchangeRelations s X Y)
    (ha : X v = a • v) (hb : Y v = b • v) :
    intertwiner s X v = 0 ↔ s v = (b - a) • v := by
  have hss : ∀ w, s (s w) = w := fun w => by
    calc s (s w) = (s * s) w := rfl
      _ = w := by rw [h.involution]; rfl
  have e : s (intertwiner s X v) = (a - b) • v + s v := by
    rw [(intertwiner_eigenvector h ha hb).2.2.2, map_add, map_smul, hss]
  constructor
  · intro h0
    rw [h0, map_zero] at e
    rw [eq_neg_of_add_eq_zero_right e.symm]
    module
  · intro h0
    rw [← hss (intertwiner s X v), e, h0, ← add_smul]
    simp

end Eigenvectors

/-- Explicit rational `2 × 2` matrices, with `X` and `Y` diagonal and `s` not
diagonal, satisfy the exchange relations. -/
theorem exchangeRelations_witness :
    ExchangeRelations (!![-1/2, 3/4; 1, 1/2] : Matrix (Fin 2) (Fin 2) ℚ)
      !![1, 0; 0, -1] !![-1, 0; 0, 1] := by
  refine ⟨?_, ?_, ?_⟩ <;> ext i j <;> fin_cases i <;> fin_cases j <;>
    norm_num [Matrix.mul_apply, Fin.sum_univ_succ]

end JucysMurphyIntertwiner
```

```lean
#print axioms JucysMurphyIntertwiner.perm_commutes_jucysMurphy
#print axioms JucysMurphyIntertwiner.jucysMurphy_relations
#print axioms JucysMurphyIntertwiner.intertwiner_ne_zero
#print axioms JucysMurphyIntertwiner.intertwiner_eq_zero_iff
```

```
'JucysMurphyIntertwiner.perm_commutes_jucysMurphy' depends on axioms: [propext, Classical.choice, Quot.sound]
'JucysMurphyIntertwiner.jucysMurphy_relations' depends on axioms: [propext, Classical.choice, Quot.sound]
'JucysMurphyIntertwiner.intertwiner_ne_zero' depends on axioms: [propext, Classical.choice, Quot.sound]
'JucysMurphyIntertwiner.intertwiner_eq_zero_iff' depends on axioms: [propext, Quot.sound]
```

## Rings, permutations and eigenvectors in the theorems

`ExchangeRelations s X Y` bundles the three relations, and `intertwiner s X` is $F$. The theorem `intertwiner_exchange` says that in every ring, commutative or not, the relations imply all three identities. It needs no scalars, no inner product and no finite dimension.

In `jucysMurphy ρ S p`, the map `ρ : Perm α →* A` respects products and the identity. The labels form a type `α`, which may be infinite; only the set `S` that is summed over is finite. No ordering of the labels is used. The theorem `jucysMurphy_relations` assumes that `p` is not in `S` and that `q` is not in `insert p S`, which is $S\cup\{p\}$. From this it derives the relations, so for Jucys–Murphy elements they are proved and not postulated.

The eigenvector theorems take $s$, $X$ and $Y$ as linear operators, `Module.End K V`, on a vector space over any field. The equations `X v = a • v` and `Y v = b • v` are hypotheses. Only `intertwiner_ne_zero` requires `v ≠ 0`, together with `(a - b) ^ 2 ≠ 1`. The theorem `exchangeRelations_witness` confirms the relations for the $2\times2$ matrices of the worked example.

## How the proofs follow the algebra

`intertwiner_forms` establishes the two expressions for $F$; its steps `h1` and `h2` are $sY=Xs+1$ and $Ys=sX+1$. In `intertwiner_exchange`, `linear_combination` adds known equations after multiplying them from the left or right, and `noncomm_ring` checks the result without commuting factors. For the square, `hFs` is $Fs=Y-X-s$, and the combination that follows is the calculation of $F^2$ above.

`perm_mul_swap` is the relabelling rule. `perm_commutes_jucysMurphy` uses it to reorder the sum through `Finset.sum_equiv`, and `jucysMurphy_relations` applies that lemma to each exchange $(i\,p)$ in $X$.

`intertwiner_eigenvector` applies the operator identities to $v$. `intertwiner_ne_zero` assumes $Fv=0$ and reads off $(1-d^2)v=0$, which contradicts its hypotheses. `intertwiner_eq_zero_iff` works with $sFv$ and then applies $s$ once more to recover $Fv$.

## Spectrum, basis and scaling are left to the user

The theorems guarantee the identities for exact arithmetic in a ring. They do not bound the residuals that rounding produces in floating-point matrices.

They also do not determine the eigenvalues of the Jucys–Murphy elements, relate them to Young tableaux, or show that joint eigenvectors exist and form a basis. A code has to obtain $a$ and $b$ from elsewhere. The normalised block and the version with the coefficient $c$ rest on the derivations in the text, not on the file.

Over a general field, $d^2=1$ yields only $F^2v=0$. Either the condition $sv=(b-a)v$ or the self-adjointness used for the norm is then enough to conclude that the partner vanishes.
